# The bound-pair energy of two opposite-spin particles on an infinite Hubbard chain

## Two particles and their relative coordinate

Let ψ(x,y) be the amplitude for a spin-up particle at site x and a spin-down particle at site y of an infinite chain with unit spacing. The hopping amplitude is −t and the on-site interaction is U, both real. The Hamiltonian `pairHam` is

(Hψ)(x,y) = −t[ψ(x+1,y) + ψ(x−1,y) + ψ(x,y+1) + ψ(x,y−1)] + U δ(x,y) ψ(x,y),

where δ is the Kronecker delta. A pair of total momentum K, `pairWave`, has the form

ψ(x,y) = exp(iK(x+y)/2) f(x−y),

with f real. Write n = x−y and b = −2t cos(K/2); in Lean, b is `pairHop t K`.

Moving x to x±1 gives the phase exp(±iK/2) and f(n±1); moving y to y±1 gives the same phase and f(n∓1). Apart from the common factor exp(iK(x+y)/2), the four terms add up to 2cos(K/2)[f(n+1) + f(n−1)], so Hψ = Eψ becomes

b[f(n+1) + f(n−1)] + U δ(n,0) f(n) = E f(n).

The left side is `relHam`.

## Which energies bind the pair

Let U ≠ 0 and b ≠ 0: the particles interact, and their separation can change by hopping. For real E, the equation Hψ = Eψ has a non-zero real solution f that vanishes at large separation if and only if

E = sign(U) √(U² + 4b²).

This is `hubbard_pair_energy`. Its condition `Tendsto f cofinite (𝓝 0)` says that f(n) → 0 as |n| → ∞; neither normalisability nor an exponential shape is assumed. A repulsive U also binds, with the pair above the band [−2|b|, 2|b|] of two free particles with the same total momentum K.

The theorem covers two particles with a real relative function, not finite density or finite chains. It excludes b = 0, where a function supported at n = 1 alone solves the equation with E = 0. For two particles in vacuum, E is also the bound-state pole of the ladder-summed T-matrix, an object that the file does not construct.

## Decay forces an exponential

On either half-line put g(n) = f(n) or g(n) = f(−n), with n ≥ 0. Away from contact,

b[g(n+2) + g(n)] = E g(n+1).

Define I(n) = b[g(n+1)² + g(n)²] − E g(n)g(n+1). Then

I(n+1) − I(n) = [g(n+2) − g(n)] · [b(g(n+2) + g(n)) − E g(n+1)] = 0.

I is constant and tends to zero, so it vanishes:

b[f(±1)² + f(0)²] = E f(0)f(±1).

If f(0) = 0, then f(±1) = 0 and the recurrence gives f = 0 everywhere. Hence f(0) ≠ 0. Subtracting the two relations gives

b[f(1)² − f(−1)²] = E f(0)[f(1) − f(−1)].

The equation at n = 0 reads b[f(1) + f(−1)] = (E−U)f(0). Multiplying it by f(1) − f(−1) and comparing leaves

U f(0)[f(1) − f(−1)] = 0,

so f(1) = f(−1). With r = f(1)/f(0), the vanishing invariant becomes b(1+r²) = Er. Thus f(0)rⁿ obeys the recurrence with the same first two values as g, and f(n) = f(0)r^|n|. Decay requires |r| < 1.

The file's `profile` is r^|n|, equal to one at contact; the normalised relative function is √((1−r²)/(1+r²)) r^|n|.

## The energy and its sign

For r^|n|, the equations at contact and away from it are

2br + U = E and b(1+r²) = Er.

Inserting the first into the second gives b = br² + Ur. Therefore

E² = U² + 4b(br² + Ur) = U² + 4b².

Also (E−U)(1+r²) = 2br(1+r²) = 2Er², so

U(1+r²) = E(1−r²).

Since |r| < 1, E has the sign of U.

Conversely, given the stated E, set r = 2b/(E+U); the denominator is non-zero because E and U share a sign. Then

2br = (E²−U²)/(E+U) = E−U,

Er − br² = r[E − (E−U)/2] = r(E+U)/2 = b.

These are the two required equations. Finally, (E+U)² = 4b² + 2U² + 2EU > 4b² gives |r| < 1.

## The complete Lean development

```lean
import Mathlib

open Filter Topology

namespace HubbardPair

noncomputable section

/-- The Hubbard Hamiltonian on a chain for one spin-up particle at `x` and one spin-down
particle at `y`, with hopping amplitude `-t` and on-site interaction `U`. -/
def pairHam (t U : ℝ) (ψ : ℤ → ℤ → ℂ) (x y : ℤ) : ℂ :=
  -(t : ℂ) * (ψ (x + 1) y + ψ (x - 1) y + ψ x (y + 1) + ψ x (y - 1))
    + ((if x = y then U else 0 : ℝ) : ℂ) * ψ x y

/-- The centre-of-mass plane wave of total momentum `K`. -/
def comPhase (K : ℝ) (x y : ℤ) : ℂ :=
  Complex.exp ((K : ℂ) / 2 * ((x : ℂ) + (y : ℂ)) * Complex.I)

/-- A pair of total momentum `K` with relative wavefunction `f`. -/
def pairWave (K : ℝ) (f : ℤ → ℝ) (x y : ℤ) : ℂ :=
  comPhase K x y * (f (x - y) : ℂ)

/-- The hopping amplitude of the relative coordinate at total momentum `K`. -/
def pairHop (t K : ℝ) : ℝ := -2 * t * Real.cos (K / 2)

/-- The Hamiltonian of the relative coordinate: hopping `b` and a contact potential `U`. -/
def relHam (b U : ℝ) (f : ℤ → ℝ) (n : ℤ) : ℝ :=
  b * (f (n + 1) + f (n - 1)) + (if n = 0 then U else 0) * f n

/-- The exponential profile `r ^ |n|`, equal to one at `n = 0`. -/
def profile (r : ℝ) (n : ℤ) : ℝ := r ^ n.natAbs

/-- On pairs of total momentum `K` the two-body Hamiltonian acts as the relative Hamiltonian
with hopping `-2 t cos (K / 2)`. -/
theorem pairHam_pairWave (t U K : ℝ) (f : ℤ → ℝ) (x y : ℤ) :
    pairHam t U (pairWave K f) x y
      = comPhase K x y * (relHam (pairHop t K) U f (x - y) : ℂ) := by
  -- moving either particle by one site multiplies the plane wave by a half-momentum phase
  have h1 : comPhase K (x + 1) y = comPhase K x y * Complex.exp ((K : ℂ) / 2 * Complex.I) := by
    simp only [comPhase]
    rw [← Complex.exp_add]
    congr 1
    push_cast
    ring
  have h2 : comPhase K (x - 1) y
      = comPhase K x y * Complex.exp (-((K : ℂ) / 2) * Complex.I) := by
    simp only [comPhase]
    rw [← Complex.exp_add]
    congr 1
    push_cast
    ring
  have h3 : comPhase K x (y + 1) = comPhase K (x + 1) y := by
    simp only [comPhase]
    congr 1
    push_cast
    ring
  have h4 : comPhase K x (y - 1) = comPhase K (x - 1) y := by
    simp only [comPhase]
    congr 1
    push_cast
    ring
  have hc : Complex.exp ((K : ℂ) / 2 * Complex.I) + Complex.exp (-((K : ℂ) / 2) * Complex.I)
      = 2 * Complex.cos ((K : ℂ) / 2) := by
    rw [Complex.cos]
    ring
  have hi : (if x - y = 0 then U else 0) = if x = y then U else 0 := by
    by_cases h : x = y <;> simp [h, sub_eq_zero]
  simp only [pairHam, pairWave, relHam, pairHop]
  rw [hi, h3, h4, h1, h2, show x + 1 - y = x - y + 1 by ring,
    show x - 1 - y = x - y - 1 by ring, show x - (y + 1) = x - y - 1 by ring,
    show x - (y - 1) = x - y + 1 by ring]
  push_cast
  linear_combination
    (-(t : ℂ) * comPhase K x y * ((f (x - y + 1) : ℂ) + (f (x - y - 1) : ℂ))) * hc

/-- The profile `r ^ |n|` solves the relative Schrödinger equation exactly when it does so at
contact and at separation one. -/
theorem profile_solves_iff (b U E r : ℝ) :
    (∀ n, relHam b U (profile r) n = E * profile r n) ↔
      2 * b * r + U = E ∧ b * (1 + r ^ 2) = E * r := by
  constructor
  · intro h
    have e0 : profile r 0 = 1 := by simp [profile]
    have e1 : profile r 1 = r := by simp [profile]
    have em : profile r (-1) = r := by simp [profile]
    have e2 : profile r 2 = r ^ 2 := by simp [profile]
    have h0 := h 0
    have h1 := h 1
    rw [relHam, if_pos rfl, show (0 : ℤ) + 1 = 1 by norm_num,
      show (0 : ℤ) - 1 = -1 by norm_num, e0, e1, em] at h0
    rw [relHam, if_neg (show ¬ (1 : ℤ) = 0 by norm_num), show (1 : ℤ) + 1 = 2 by norm_num,
      show (1 : ℤ) - 1 = 0 by norm_num, e0, e1, e2] at h1
    exact ⟨by linear_combination h0, by linear_combination h1⟩
  · rintro ⟨h0, h1⟩ n
    rcases lt_trichotomy n 0 with hn | hn | hn
    · obtain ⟨m, rfl⟩ : ∃ m : ℕ, n = -((m : ℤ) + 1) := ⟨(-n - 1).toNat, by omega⟩
      have a1 : (-((m : ℤ) + 1) + 1).natAbs = m := by omega
      have a2 : (-((m : ℤ) + 1) - 1).natAbs = m + 2 := by omega
      have a3 : (-((m : ℤ) + 1)).natAbs = m + 1 := by omega
      rw [relHam, if_neg hn.ne, profile, profile, profile, a1, a2, a3]
      linear_combination r ^ m * h1
    · subst hn
      simp only [relHam, profile]
      norm_num
      linear_combination h0
    · obtain ⟨m, rfl⟩ : ∃ m : ℕ, n = (m : ℤ) + 1 := ⟨(n - 1).toNat, by omega⟩
      have a1 : ((m : ℤ) + 1 + 1).natAbs = m + 2 := by omega
      have a2 : ((m : ℤ) + 1 - 1).natAbs = m := by omega
      have a3 : ((m : ℤ) + 1).natAbs = m + 1 := by omega
      rw [relHam, if_neg hn.ne', profile, profile, profile, a1, a2, a3]
      linear_combination r ^ m * h1

/-- For `U ≠ 0`, a profile `r ^ |n|` with `|r| < 1` solves the relative Schrödinger equation
at energy `E` for some `r` exactly when `E = sign U * √(U² + 4 b²)`. -/
theorem profile_energy {b U E : ℝ} (hU : U ≠ 0) :
    (∃ r : ℝ, |r| < 1 ∧ ∀ n, relHam b U (profile r) n = E * profile r n) ↔
      E = Real.sign U * √(U ^ 2 + 4 * b ^ 2) := by
  simp only [profile_solves_iff]
  constructor
  · rintro ⟨r, hr, h0, h1⟩
    have hr1 : 0 < 1 - r ^ 2 := by
      have := (sq_lt_one_iff_abs_lt_one r).mpr hr
      linarith
    have hE2 : E ^ 2 = U ^ 2 + 4 * b ^ 2 := by
      rw [← h0] at h1 ⊢
      linear_combination (-4 * b) * h1
    -- this relation gives `E` the sign of `U`
    have hs : U * (1 + r ^ 2) = E * (1 - r ^ 2) := by
      linear_combination (1 + r ^ 2) * h0 - 2 * r * h1
    have hr2 : 0 < 1 + r ^ 2 := by positivity
    rcases lt_or_gt_of_ne hU with h | h
    · have hE : E < 0 := by
        by_contra hc
        nlinarith [mul_nonneg (not_lt.mp hc) hr1.le, mul_pos (neg_pos.mpr h) hr2]
      rw [Real.sign_of_neg h, ← hE2, Real.sqrt_sq_eq_abs, abs_of_neg hE]
      ring
    · have hE : 0 < E := by
        by_contra hc
        nlinarith [mul_nonneg (neg_nonneg.mpr (not_lt.mp hc)) hr1.le, mul_pos h hr2]
      rw [Real.sign_of_pos h, ← hE2, Real.sqrt_sq hE.le, one_mul]
  · intro hE
    have key : E ^ 2 = U ^ 2 + 4 * b ^ 2 ∧ 0 < E * U := by
      have hS : 0 < √(U ^ 2 + 4 * b ^ 2) := Real.sqrt_pos.mpr (by positivity)
      have hS2 := Real.sq_sqrt (show 0 ≤ U ^ 2 + 4 * b ^ 2 by positivity)
      rcases lt_or_gt_of_ne hU with h | h
      · rw [hE, Real.sign_of_neg h]
        exact ⟨by linear_combination hS2, by nlinarith [mul_pos hS (neg_pos.mpr h)]⟩
      · rw [hE, Real.sign_of_pos h]
        exact ⟨by linear_combination hS2, by nlinarith [mul_pos hS h]⟩
    obtain ⟨hE2, hp⟩ := key
    have hne : E + U ≠ 0 := by
      intro h
      have h' : E = -U := by linarith
      rw [h'] at hp
      nlinarith [sq_nonneg U]
    -- the decaying root, written without dividing by `b`
    obtain ⟨r, hr⟩ : ∃ r : ℝ, r * (E + U) = 2 * b :=
      ⟨2 * b / (E + U), div_mul_cancel₀ _ hne⟩
    have g1 : 2 * b * r + U = E :=
      mul_right_cancel₀ hne (by linear_combination 2 * b * hr - hE2)
    refine ⟨r, (sq_lt_one_iff_abs_lt_one r).mp ?_, g1,
      mul_right_cancel₀ hne (by linear_combination (b * r - E) * hr + b * g1)⟩
    have hsq : r ^ 2 * (E + U) ^ 2 = 4 * b ^ 2 := by
      linear_combination (r * (E + U) + 2 * b) * hr
    by_contra hc
    nlinarith [mul_nonneg (sub_nonneg.mpr (not_lt.mp hc)) (sq_nonneg (E + U)), sq_nonneg U]

/-- A solution of the free recurrence on a half-line that decays to zero has a vanishing
quadratic invariant at its first two sites. -/
theorem half_line_invariant {b E : ℝ} {g : ℕ → ℝ}
    (hg : ∀ n, b * (g (n + 2) + g n) = E * g (n + 1)) (h0 : Tendsto g atTop (𝓝 0)) :
    b * (g 1 ^ 2 + g 0 ^ 2) = E * g 0 * g 1 := by
  have hc : ∀ n, b * (g (n + 1) ^ 2 + g n ^ 2) - E * g n * g (n + 1)
      = b * (g 1 ^ 2 + g 0 ^ 2) - E * g 0 * g 1 := by
    intro n
    induction n with
    | zero => rfl
    | succ n ih =>
      rw [← ih]
      show b * (g (n + 2) ^ 2 + g (n + 1) ^ 2) - E * g (n + 1) * g (n + 2) = _
      linear_combination (g (n + 2) - g n) * hg n
  have h1 : Tendsto (fun n => g (n + 1)) atTop (𝓝 0) := h0.comp (tendsto_add_atTop_nat 1)
  have L : Tendsto (fun n => b * (g (n + 1) ^ 2 + g n ^ 2) - E * g n * g (n + 1)) atTop
      (𝓝 (b * (0 ^ 2 + 0 ^ 2) - E * 0 * 0)) :=
    (((h1.pow 2).add (h0.pow 2)).const_mul b).sub ((h0.const_mul E).mul h1)
  have L' : Tendsto (fun _ : ℕ => b * (g 1 ^ 2 + g 0 ^ 2) - E * g 0 * g 1) atTop
      (𝓝 (b * (0 ^ 2 + 0 ^ 2) - E * 0 * 0)) := L.congr hc
  have := tendsto_nhds_unique L' tendsto_const_nhds
  linear_combination -this

/-- For `b ≠ 0`, two solutions of the free recurrence on a half-line that agree on the first
two sites agree everywhere. -/
theorem half_line_unique {b E : ℝ} (hb : b ≠ 0) {g h : ℕ → ℝ}
    (hg : ∀ n, b * (g (n + 2) + g n) = E * g (n + 1))
    (hh : ∀ n, b * (h (n + 2) + h n) = E * h (n + 1))
    (h0 : g 0 = h 0) (h1 : g 1 = h 1) (n : ℕ) : g n = h n := by
  have H : ∀ n, g n = h n ∧ g (n + 1) = h (n + 1) := by
    intro n
    induction n with
    | zero => exact ⟨h0, h1⟩
    | succ n ih =>
      refine ⟨ih.2, ?_⟩
      show g (n + 2) = h (n + 2)
      exact mul_left_cancel₀ hb (by linear_combination hg n - hh n + E * ih.2 - b * ih.1)
  exact (H n).1

/-- For `b ≠ 0` and `U ≠ 0`, every non-zero solution of the relative Schrödinger equation that
vanishes at large separation is a non-zero multiple of `r ^ |n|` with `|r| < 1`. -/
theorem bound_state_form {b U E : ℝ} (hb : b ≠ 0) (hU : U ≠ 0) {f : ℤ → ℝ} (hne : f ≠ 0)
    (hf : Tendsto f cofinite (𝓝 0)) (h : ∀ n, relHam b U f n = E * f n) :
    ∃ r : ℝ, |r| < 1 ∧ f 0 ≠ 0 ∧ ∀ n, f n = f 0 * profile r n := by
  have fp : Tendsto (fun n : ℕ => f (n : ℤ)) atTop (𝓝 0) := by
    rw [← Nat.cofinite_eq_atTop]
    exact hf.comp (Function.Injective.tendsto_cofinite (fun a b hab => by
      have : (a : ℤ) = (b : ℤ) := hab
      omega))
  have fm : Tendsto (fun n : ℕ => f (-(n : ℤ))) atTop (𝓝 0) := by
    rw [← Nat.cofinite_eq_atTop]
    exact hf.comp (Function.Injective.tendsto_cofinite (fun a b hab => by
      have : -(a : ℤ) = -(b : ℤ) := hab
      omega))
  -- away from contact both half-lines obey the free recurrence
  have hp : ∀ n : ℕ, b * (f ((n + 2 : ℕ) : ℤ) + f (n : ℤ)) = E * f ((n + 1 : ℕ) : ℤ) := by
    intro n
    have := h ((n + 1 : ℕ) : ℤ)
    rw [relHam, if_neg (show ¬ ((n + 1 : ℕ) : ℤ) = 0 by omega),
      show ((n + 1 : ℕ) : ℤ) + 1 = ((n + 2 : ℕ) : ℤ) by omega,
      show ((n + 1 : ℕ) : ℤ) - 1 = (n : ℤ) by omega] at this
    linear_combination this
  have hm : ∀ n : ℕ,
      b * (f (-((n + 2 : ℕ) : ℤ)) + f (-(n : ℤ))) = E * f (-((n + 1 : ℕ) : ℤ)) := by
    intro n
    have := h (-((n + 1 : ℕ) : ℤ))
    rw [relHam, if_neg (show ¬ -((n + 1 : ℕ) : ℤ) = 0 by omega),
      show -((n + 1 : ℕ) : ℤ) + 1 = -(n : ℤ) by omega,
      show -((n + 1 : ℕ) : ℤ) - 1 = -((n + 2 : ℕ) : ℤ) by omega] at this
    linear_combination this
  have ip : b * (f 1 ^ 2 + f 0 ^ 2) = E * f 0 * f 1 :=
    half_line_invariant (g := fun n : ℕ => f (n : ℤ)) hp fp
  have im : b * (f (-1) ^ 2 + f 0 ^ 2) = E * f 0 * f (-1) :=
    half_line_invariant (g := fun n : ℕ => f (-(n : ℤ))) hm fm
  have h0 : b * (f 1 + f (-1)) + U * f 0 = E * f 0 := by
    have := h 0
    rw [relHam, if_pos rfl] at this
    exact this
  have ha : f 0 ≠ 0 := by
    intro ha
    have h1 : f 1 = 0 := by
      have : b * f 1 ^ 2 = 0 := by
        rw [ha] at ip
        linear_combination ip
      simpa [hb] using this
    have h2 : f (-1) = 0 := by
      have : b * f (-1) ^ 2 = 0 := by
        rw [ha] at im
        linear_combination im
      simpa [hb] using this
    apply hne
    funext n
    obtain ⟨m, rfl | rfl⟩ := n.eq_nat_or_neg
    · exact half_line_unique (g := fun n : ℕ => f (n : ℤ)) (h := fun _ => 0) hb hp
        (fun _ => by ring) ha h1 m
    · exact half_line_unique (g := fun n : ℕ => f (-(n : ℤ))) (h := fun _ => 0) hb hm
        (fun _ => by ring) ha h2 m
  -- the contact equation forces an even wavefunction
  have hpq : f 1 = f (-1) := by
    have : (f 1 - f (-1)) * (U * f 0) = 0 := by
      linear_combination (f 1 - f (-1)) * h0 - ip + im
    exact sub_eq_zero.mp ((mul_eq_zero.mp this).resolve_right (mul_ne_zero hU ha))
  obtain ⟨s, hs⟩ : ∃ s, f 1 = f 0 * s := ⟨f 1 / f 0, by field_simp⟩
  have hq : b * (1 + s ^ 2) = E * s := by
    rw [hs] at ip
    exact mul_left_cancel₀ (pow_ne_zero 2 ha) (by linear_combination ip)
  have hr : ∀ n : ℕ, b * (f 0 * s ^ (n + 2) + f 0 * s ^ n) = E * (f 0 * s ^ (n + 1)) := by
    intro n
    linear_combination f 0 * s ^ n * hq
  have P : ∀ n : ℕ, f (n : ℤ) = f 0 * s ^ n :=
    half_line_unique (g := fun n : ℕ => f (n : ℤ)) (h := fun n => f 0 * s ^ n) hb hp hr
      (by simp) (by simpa using hs)
  have M : ∀ n : ℕ, f (-(n : ℤ)) = f 0 * s ^ n :=
    half_line_unique (g := fun n : ℕ => f (-(n : ℤ))) (h := fun n => f 0 * s ^ n) hb hm hr
      (by simp) (by simpa using hpq.symm.trans hs)
  refine ⟨s, tendsto_pow_atTop_nhds_zero_iff.1 ?_, ha, fun n => ?_⟩
  · have L := fp.div_const (f 0)
    rw [zero_div] at L
    refine L.congr (fun n => ?_)
    show f (n : ℤ) / f 0 = s ^ n
    rw [P n, mul_div_cancel_left₀ _ ha]
  · obtain ⟨m, rfl | rfl⟩ := n.eq_nat_or_neg
    · rw [P m, profile, Int.natAbs_natCast]
    · rw [M m, profile, Int.natAbs_neg, Int.natAbs_natCast]

/-- **Hubbard pair energy.** For `U ≠ 0` and `b = -2 t cos (K / 2) ≠ 0`, a pair of total
momentum `K` has a non-zero real relative wavefunction vanishing at large separation at energy
`E` exactly when `E = sign U * √(U² + 4 b²)`. -/
theorem hubbard_pair_energy {t U K E : ℝ} (hU : U ≠ 0) (hb : pairHop t K ≠ 0) :
    (∃ f : ℤ → ℝ, f ≠ 0 ∧ Tendsto f cofinite (𝓝 0) ∧
      ∀ x y, pairHam t U (pairWave K f) x y = (E : ℂ) * pairWave K f x y) ↔
      E = Real.sign U * √(U ^ 2 + 4 * pairHop t K ^ 2) := by
  constructor
  · rintro ⟨f, hne, hf, h⟩
    -- strip off the centre-of-mass motion
    have hrel : ∀ n, relHam (pairHop t K) U f n = E * f n := by
      intro n
      have h1 := h n 0
      rw [pairHam_pairWave, pairWave, sub_zero] at h1
      have hP : comPhase K n 0 ≠ 0 := Complex.exp_ne_zero _
      have h2 : ((relHam (pairHop t K) U f n : ℝ) : ℂ) = ((E * f n : ℝ) : ℂ) := by
        apply mul_left_cancel₀ hP
        rw [Complex.ofReal_mul]
        linear_combination h1
      exact Complex.ofReal_injective h2
    obtain ⟨r, hr, ha, hform⟩ := bound_state_form hb hU hne hf hrel
    refine (profile_energy hU).1 ⟨r, hr, fun n => mul_left_cancel₀ ha ?_⟩
    have h3 := hrel n
    rw [relHam, hform (n + 1), hform (n - 1), hform n] at h3
    rw [relHam]
    linear_combination h3
  · intro hE
    obtain ⟨r, hr, h⟩ := (profile_energy hU).2 hE
    have hn : Tendsto Int.natAbs cofinite atTop := by
      rw [Int.cofinite_eq]
      refine tendsto_sup.2 ⟨tendsto_atTop.2 fun m => ?_, tendsto_atTop.2 fun m => ?_⟩
      · exact eventually_atBot.2 ⟨-(m : ℤ), fun x hx => by omega⟩
      · exact eventually_atTop.2 ⟨(m : ℤ), fun x hx => by omega⟩
    refine ⟨profile r, fun h0 => ?_, (tendsto_pow_atTop_nhds_zero_iff.2 hr).comp hn,
      fun x y => ?_⟩
    · have := congrFun h0 0
      simp [profile] at this
    · rw [pairHam_pairWave, h, pairWave, Complex.ofReal_mul]
      ring

end

end HubbardPair
```

```lean
#print axioms HubbardPair.hubbard_pair_energy
-- 'HubbardPair.hubbard_pair_energy' depends on axioms: [propext, Classical.choice, Quot.sound]
```

## From the two-body equation to the energy in Lean

`pairHam_pairWave` combines the hopping phases, using the exponential form of the cosine. `profile_solves_iff` reduces infinitely many equations to two: it evaluates at n = 0 and n = 1, then recovers the other sites by multiplying by a power of r.

`profile_energy` is the algebra of the energy and its sign. The `linear_combination` steps verify the identities, and `nlinarith` settles the inequalities. This lemma allows b = 0, where r = 0 and E = U.

`half_line_invariant` proves by induction that I is constant, then uses uniqueness of limits to make it zero. `half_line_unique` propagates agreement at two sites along a half-line, dividing by b at each step. `bound_state_form` applies both lemmas to the two half-lines; its `s` is the ratio r above.

In the forward direction, `hubbard_pair_energy` cancels the non-zero plane wave, obtains the exponential form, divides by f(0) and applies `profile_energy`. In the reverse direction, it takes r from `profile_energy` and checks that `profile r` is non-zero, decays and solves the two-body equation.
